# The PAW transformation of non-overlapping atoms is a product of one-atom factors

## Two atoms, one channel each

Take two atoms, 0 and 1. Atom \(a\) has one projector \(p_a\) and one column \(d_a\), the difference between its all-electron and its pseudo partial wave. Augmenting both atoms in turn gives

\[
(1+d_0p_0^H)(1+d_1p_1^H)=1+d_0p_0^H+d_1p_1^H+d_0\,(p_0^Hd_1)\,p_1^H .
\]

The last term contains the number \(p_0^Hd_1\), the overlap of one atom's projector with the other atom's correction. If it vanishes, the product equals the sum form of the PAW transformation. If \(p_1^Hd_0\) vanishes too, the opposite order gives the same result.

## Partial waves, projectors and separation

In the projector augmented-wave method, a linear map \(T\) turns smooth pseudo wavefunctions into all-electron ones. For atom \(a\), let the columns of \(\Phi_a\), \(\tilde\Phi_a\) and \(P_a\) hold the all-electron partial waves, pseudo partial waves and projectors, as coefficients in a finite orthonormal basis. Put

\[
D_a=\Phi_a-\tilde\Phi_a,\qquad A_a=D_aP_a^H,\qquad T=1+\sum_a A_a .
\]

Two conditions enter:

- Biorthogonality, \(P_a^H\tilde\Phi_a=1\), makes \(1+A_a\) send \(\tilde\Phi_a\) to \(\Phi_a\).
- Separation, \(P_a^HD_b=0\) for \(a\ne b\), expresses that projectors and wave differences live inside augmentation spheres that do not overlap. Truncation to a finite basis can spoil this relation, so it is assumed here and not derived from geometry.

## Product, determinant and inverse

For \(a\neq b\), separation gives

\[
A_aA_b=D_a(P_a^HD_b)P_b^H=0 ,
\]

so \((1+A_a)(1+A_b)=1+A_a+A_b=(1+A_b)(1+A_a)\). To add an atom \(a\) to a list \(l\) of other, distinct atoms, compute

\[
(1+A_a)\Bigl(1+\sum_{b\in l}A_b\Bigr)=1+A_a+\sum_{b\in l}A_b+\sum_{b\in l}A_aA_b ,
\]

where the last sum is zero. By induction, the product over all atoms, in any order, is \(T\).

For the determinant, eliminate either diagonal block of

\[
\begin{pmatrix}1&-D_a\\P_a^H&1\end{pmatrix}
\]

to obtain \(\det(1+D_aP_a^H)=\det(1+P_a^HD_a)\). By biorthogonality \(P_a^HD_a=P_a^H\Phi_a-1\), hence

\[
\det T=\prod_a\det(1+A_a)=\prod_a\det(P_a^H\Phi_a).
\]

Now let every \(M_a=P_a^H\Phi_a\) be invertible, and set \(B_a=D_aM_a^{-1}P_a^H\). For \(a\neq b\), \(A_aB_b\) contains \(P_a^HD_b=0\). On one atom,

\[
A_aB_a=D_a(M_a-1)M_a^{-1}P_a^H=A_a-B_a .
\]

With \(A=\sum_aA_a\) and \(B=\sum_aB_a\) this gives \(AB=A-B\), so

\[
(1+A)(1-B)=1+A-B-AB=1,\qquad T^{-1}=1-\sum_aD_aM_a^{-1}P_a^H .
\]

For electronic-structure work in a finite basis with separated, biorthogonal atomic data, this means that \(T\) is invertible exactly when each small matrix \(P_a^H\Phi_a\) is, which can be checked atom by atom.

## Four basis functions by hand

Let \(\Phi_0=(2,1,0,0)^T\), \(\Phi_1=(0,0,1,3)^T\), \(\tilde\Phi_0=P_0=(1,0,0,0)^T\) and \(\tilde\Phi_1=P_1=(0,0,0,1)^T\). Then \(D_0=(1,1,0,0)^T\) and \(D_1=(0,0,1,2)^T\), both conditions hold, and

\[
T=\begin{pmatrix}2&0&0&0\\1&1&0&0\\0&0&1&1\\0&0&0&3\end{pmatrix},\qquad
T^{-1}=\begin{pmatrix}\tfrac12&0&0&0\\-\tfrac12&1&0&0\\0&0&1&-\tfrac13\\0&0&0&\tfrac13\end{pmatrix}.
\]

The one-atom determinants are 2 and 3, and \(\det T=6\).

Without separation the determinant formula can fail. On two basis functions take \(\Phi_0=\Phi_1=(1,1)^T\), \(\tilde\Phi_0=P_0=(1,0)^T\) and \(\tilde\Phi_1=P_1=(0,1)^T\). Each \(P_a^H\Phi_a\) is 1, but \(P_0^HD_1=1\), and \(T\) has all four entries equal to 1, so \(\det T=0\).

## Atoms and channels as Lean types

The type `ι` labels atoms, `n` labels basis functions, and `κ a` labels the channels of atom `a`, so different atoms may have different numbers of channels. `Phi`, `Phit` and `P` assign to each atom a complex rectangular matrix, and `ᴴ` is the conjugate transpose. `augmentation`, `atomFactor` and `pawMap` are \(A_a\), \(1+A_a\) and \(T\). `Biorthogonal` and `NonOverlapping` are the two conditions.

An order of augmentation is a list: `l.Nodup` says that no atom repeats, and `hall` that none is missing. `atomFactor_commute` and `prod_eq_pawMap` need separation only; `det_pawMap` and `pawMap_inv` also need biorthogonality. In `pawMap_inv`, `hreg` states that each \(\det(P_a^H\Phi_a)\) is a unit, that is, nonzero.

The general theorems concern matrices with exact separation. They do not treat slightly overlapping spheres, the error of a truncated partial-wave set, or the infinite-dimensional operator.

```lean
import Mathlib

open Matrix

namespace PAWSeveralAtoms

noncomputable section

variable {n ι : Type*} {κ : ι → Type*} [Fintype n] [∀ a, Fintype (κ a)]

/-- The augmentation operator `A_a = (Phi_a - Phit_a) P_aᴴ` of atom `a`, built from its
all-electron partial waves, pseudo partial waves and projectors. -/
def augmentation (Phi Phit P : ∀ a, Matrix n (κ a) ℂ) (a : ι) : Matrix n n ℂ :=
  (Phi a - Phit a) * (P a)ᴴ

/-- The projectors of each atom are dual to its own pseudo partial waves. -/
def Biorthogonal [∀ a, DecidableEq (κ a)] (Phit P : ∀ a, Matrix n (κ a) ℂ) : Prop :=
  ∀ a, (P a)ᴴ * Phit a = 1

/-- The projectors of each atom do not see the differences between all-electron and pseudo
partial waves of any other atom. -/
def NonOverlapping (Phi Phit P : ∀ a, Matrix n (κ a) ℂ) : Prop :=
  ∀ a b, a ≠ b → (P a)ᴴ * (Phi b - Phit b) = 0

variable [DecidableEq n]

/-- The transformation `1 + A_a` that augments atom `a` alone. -/
def atomFactor (Phi Phit P : ∀ a, Matrix n (κ a) ℂ) (a : ι) : Matrix n n ℂ :=
  1 + augmentation Phi Phit P a

/-- The PAW transformation `T = 1 + ∑ A_a` of the whole system. -/
def pawMap [Fintype ι] (Phi Phit P : ∀ a, Matrix n (κ a) ℂ) : Matrix n n ℂ :=
  1 + ∑ a, augmentation Phi Phit P a

variable {Phi Phit P : ∀ a, Matrix n (κ a) ℂ}

omit [DecidableEq n] in
/-- For non-overlapping atoms, the product of the augmentation operators of two different
atoms vanishes. -/
theorem augmentation_mul (h : NonOverlapping Phi Phit P) {a b : ι} (hab : a ≠ b) :
    augmentation Phi Phit P a * augmentation Phi Phit P b = 0 := by
  calc augmentation Phi Phit P a * augmentation Phi Phit P b
      = (Phi a - Phit a) * (((P a)ᴴ * (Phi b - Phit b)) * (P b)ᴴ) := by
        simp only [augmentation, Matrix.mul_assoc]
    _ = 0 := by rw [h a b hab, Matrix.zero_mul, Matrix.mul_zero]

/-- For non-overlapping atoms, the single-atom transformations commute. -/
theorem atomFactor_commute (h : NonOverlapping Phi Phit P) (a b : ι) :
    Commute (atomFactor Phi Phit P a) (atomFactor Phi Phit P b) := by
  by_cases hab : a = b
  · subst hab
    exact Commute.refl _
  · have hc : Commute (augmentation Phi Phit P a) (augmentation Phi Phit P b) :=
      (augmentation_mul h hab).trans (augmentation_mul h (Ne.symm hab)).symm
    exact (Commute.one_left _).add_left ((Commute.one_right _).add_right hc)

/-- Augmenting any list of distinct, non-overlapping atoms one after the other amounts to
adding their augmentation operators to the identity. -/
theorem prod_atomFactor (h : NonOverlapping Phi Phit P) (l : List ι) (hl : l.Nodup) :
    (l.map (atomFactor Phi Phit P)).prod = 1 + (l.map (augmentation Phi Phit P)).sum := by
  induction l with
  | nil => simp
  | cons a l ih =>
    -- all cross terms between `a` and the remaining atoms vanish
    have key : ∀ s : List ι, a ∉ s →
        augmentation Phi Phit P a * (s.map (augmentation Phi Phit P)).sum = 0 := by
      intro s
      induction s with
      | nil => simp
      | cons b s ihs =>
        intro hb
        rw [List.mem_cons, not_or] at hb
        rw [List.map_cons, List.sum_cons, mul_add, augmentation_mul h hb.1, ihs hb.2,
          add_zero]
    rw [List.nodup_cons] at hl
    rw [List.map_cons, List.prod_cons, ih hl.2, List.map_cons, List.sum_cons, atomFactor,
      add_mul, one_mul, mul_add, mul_one, key l hl.1]
    abel

/-- For non-overlapping atoms, the PAW transformation is the product of the single-atom
transformations, each atom taken once, in any order. -/
theorem prod_eq_pawMap [Fintype ι] (h : NonOverlapping Phi Phit P) (l : List ι)
    (hl : l.Nodup) (hall : ∀ a, a ∈ l) :
    (l.map (atomFactor Phi Phit P)).prod = pawMap Phi Phit P := by
  classical
  have hu : l.toFinset = Finset.univ := by
    ext a
    simp [hall a]
  rw [prod_atomFactor h l hl, pawMap, ← hu, List.sum_toFinset _ hl]

/-- For non-overlapping atoms with biorthogonal projectors, the determinant of the PAW
transformation is the product over atoms of the determinants of `P_aᴴ Phi_a`. -/
theorem det_pawMap [Fintype ι] [∀ a, DecidableEq (κ a)] (hbi : Biorthogonal Phit P)
    (h : NonOverlapping Phi Phit P) :
    (pawMap Phi Phit P).det = ∏ a, ((P a)ᴴ * Phi a).det := by
  have hdet : ∀ l : List ι, (l.map (atomFactor Phi Phit P)).prod.det
      = (l.map (fun a => ((P a)ᴴ * Phi a).det)).prod := by
    intro l
    induction l with
    | nil => simp
    | cons a l ih =>
      -- move the determinant from the basis to the channels of atom `a`
      have ha : (atomFactor Phi Phit P a).det = ((P a)ᴴ * Phi a).det := by
        rw [atomFactor, augmentation, Matrix.det_one_add_mul_comm, Matrix.mul_sub, hbi a,
          add_sub_cancel]
      rw [List.map_cons, List.prod_cons, Matrix.det_mul, ih, ha, List.map_cons,
        List.prod_cons]
  rw [← prod_eq_pawMap h Finset.univ.toList (Finset.nodup_toList _) (by simp), hdet,
    Finset.prod_map_toList]

/-- For non-overlapping atoms with biorthogonal projectors and invertible `P_aᴴ Phi_a`, the
inverse PAW transformation is again the identity plus a sum of one-atom terms. -/
theorem pawMap_inv [Fintype ι] [∀ a, DecidableEq (κ a)] (hbi : Biorthogonal Phit P)
    (h : NonOverlapping Phi Phit P) (hreg : ∀ a, IsUnit ((P a)ᴴ * Phi a).det) :
    (pawMap Phi Phit P)⁻¹
      = 1 - ∑ a, (Phi a - Phit a) * ((P a)ᴴ * Phi a)⁻¹ * (P a)ᴴ := by
  have gen : ∀ X Y : Matrix n n ℂ, X * Y = X - Y → (1 + X) * (1 - Y) = 1 := by
    intro X Y hXY
    rw [add_mul, one_mul, mul_sub, mul_one, hXY]
    abel
  apply Matrix.inv_eq_right_inv
  apply gen
  rw [Finset.sum_mul_sum, ← Finset.sum_sub_distrib]
  refine Finset.sum_congr rfl fun a _ => ?_
  have hassoc : ∀ b, augmentation Phi Phit P a
        * ((Phi b - Phit b) * ((P b)ᴴ * Phi b)⁻¹ * (P b)ᴴ)
      = (Phi a - Phit a)
        * (((P a)ᴴ * (Phi b - Phit b)) * ((P b)ᴴ * Phi b)⁻¹ * (P b)ᴴ) := by
    intro b
    simp only [augmentation, Matrix.mul_assoc]
  refine (Finset.sum_eq_single a ?_ ?_).trans ?_
  · -- different atoms do not couple
    intro b _ hba
    refine (hassoc b).trans ?_
    rw [h a b (Ne.symm hba), Matrix.zero_mul, Matrix.zero_mul, Matrix.mul_zero]
  · intro ha
    exact absurd (Finset.mem_univ a) ha
  · -- on one atom, biorthogonality reduces the product to a difference
    have hR : ((P a)ᴴ * (Phi a - Phit a)) * ((P a)ᴴ * Phi a)⁻¹ * (P a)ᴴ
        = (P a)ᴴ - ((P a)ᴴ * Phi a)⁻¹ * (P a)ᴴ := by
      rw [Matrix.mul_sub, hbi a, Matrix.sub_mul, Matrix.mul_nonsing_inv _ (hreg a),
        Matrix.one_mul, Matrix.sub_mul, Matrix.one_mul]
    refine (hassoc a).trans ?_
    rw [hR, Matrix.mul_sub, ← Matrix.mul_assoc, augmentation]

/-- All-electron waves of two atoms, one channel each, on four basis functions. -/
def farPhi : Fin 2 → Matrix (Fin 4) (Fin 1) ℂ := ![!![2; 1; 0; 0], !![0; 0; 1; 3]]

/-- Pseudo waves of the same two atoms, which also serve as projectors. -/
def farPhit : Fin 2 → Matrix (Fin 4) (Fin 1) ℂ := ![!![1; 0; 0; 0], !![0; 0; 0; 1]]

/-- The two-atom dataset `farPhi`, `farPhit` is biorthogonal and non-overlapping. -/
theorem separated_witness :
    Biorthogonal farPhit farPhit ∧ NonOverlapping farPhi farPhit farPhit := by
  have hb : ∀ a : Fin 2, (farPhit a)ᴴ * farPhit a = 1 := by
    refine Fin.forall_fin_two.2 ⟨?_, ?_⟩ <;> ext i j <;> fin_cases i <;> fin_cases j <;>
      simp [farPhit, Matrix.mul_apply, Fin.sum_univ_succ]
  have h01 : (farPhit 0)ᴴ * (farPhi 1 - farPhit 1) = 0 := by
    ext i j
    fin_cases i; fin_cases j
    simp [farPhi, farPhit, Matrix.mul_apply, Fin.sum_univ_succ]
  have h10 : (farPhit 1)ᴴ * (farPhi 0 - farPhit 0) = 0 := by
    ext i j
    fin_cases i; fin_cases j
    simp [farPhi, farPhit, Matrix.mul_apply, Fin.sum_univ_succ]
  refine ⟨hb, ?_⟩
  intro a b hab
  fin_cases a <;> fin_cases b
  · exact absurd rfl hab
  · exact h01
  · exact h10
  · exact absurd rfl hab

/-- All-electron waves of two atoms that each spread over both of two basis functions. -/
def nearPhi : Fin 2 → Matrix (Fin 2) (Fin 1) ℂ := ![!![1; 1], !![1; 1]]

/-- Pseudo waves, and projectors, each localised on one of the two basis functions. -/
def nearPhit : Fin 2 → Matrix (Fin 2) (Fin 1) ℂ := ![!![1; 0], !![0; 1]]

/-- For the waves `nearPhi`, `nearPhit`, with `nearPhit` also as projectors, biorthogonality holds
and each atom has `det (P_aᴴ Phi_a) = 1`, yet the PAW transformation has determinant zero. -/
theorem overlapping_atoms_singular :
    Biorthogonal nearPhit nearPhit ∧ (∀ a, ((nearPhit a)ᴴ * nearPhi a).det = 1) ∧
      (pawMap nearPhi nearPhit nearPhit).det = 0 := by
  have hb : ∀ a : Fin 2, (nearPhit a)ᴴ * nearPhit a = 1 := by
    refine Fin.forall_fin_two.2 ⟨?_, ?_⟩ <;> ext i j <;> fin_cases i <;> fin_cases j <;>
      simp [nearPhit, Matrix.mul_apply, Fin.sum_univ_succ]
  have hT : pawMap nearPhi nearPhit nearPhit = !![1, 1; 1, 1] := by
    ext i j
    fin_cases i <;> fin_cases j <;>
      simp [pawMap, augmentation, nearPhi, nearPhit, Matrix.vecMul, dotProduct,
        Fin.sum_univ_succ]
  refine ⟨hb, ?_, ?_⟩
  · refine Fin.forall_fin_two.2 ⟨?_, ?_⟩ <;>
      simp [nearPhi, nearPhit, Matrix.mul_apply, Fin.sum_univ_succ]
  · rw [hT]
    simp [Matrix.det_fin_two]

end

end PAWSeveralAtoms
```

```lean
#print axioms PAWSeveralAtoms.atomFactor_commute
-- 'PAWSeveralAtoms.atomFactor_commute' depends on axioms: [propext, Classical.choice, Quot.sound]
#print axioms PAWSeveralAtoms.det_pawMap
-- 'PAWSeveralAtoms.det_pawMap' depends on axioms: [propext, Classical.choice, Quot.sound]
#print axioms PAWSeveralAtoms.pawMap_inv
-- 'PAWSeveralAtoms.pawMap_inv' depends on axioms: [propext, Classical.choice, Quot.sound]
#print axioms PAWSeveralAtoms.overlapping_atoms_singular
-- 'PAWSeveralAtoms.overlapping_atoms_singular' depends on axioms: [propext, Classical.choice, Quot.sound]
```

## From the cross terms to the Lean proofs

`augmentation_mul` regroups \(A_aA_b\) until the factor \(P_a^HD_b\) stands alone, then replaces it by zero. `atomFactor_commute` treats equal atoms separately; for different atoms both products of augmentations vanish, and the identity commutes with everything.

`prod_atomFactor` is the induction over the list. Its inner statement `key` shows that \(A_a\) annihilates the sum over any list that does not contain `a`. `prod_eq_pawMap` then identifies the sum over a complete list with the sum over all atoms.

In `det_pawMap`, the auxiliary `hdet` multiplies determinants along a list. The step from basis to channels is `Matrix.det_one_add_mul_comm`, the block-matrix identity above, followed by biorthogonality through `hbi a`.

In `pawMap_inv`, `gen` is the implication from \(XY=X-Y\) to \((1+X)(1-Y)=1\). The double sum is expanded, `Finset.sum_eq_single` keeps only its diagonal, and `hR` carries out the one-atom calculation with \(M_aM_a^{-1}=1\). A right inverse of a square matrix is its inverse, which `Matrix.inv_eq_right_inv` supplies.

The numerical data appear as `farPhi`, `farPhit`, `nearPhi` and `nearPhit`. `separated_witness` checks both conditions for the first pair entry by entry. `overlapping_atoms_singular` computes the all-ones matrix for the second pair and evaluates its determinant.
